# In a stable, coupled two-level model with p > 0, the slope of the RPA energy exceeds the mean-field Hellmann–Feynman value

Let $h(p)=\begin{pmatrix}p&-1\\-1&-p\end{pmatrix}$, $D(p)=2\sqrt{1+p^2}$, and

$$E(p)=-\frac{D}{2}+\frac{\sqrt{D^2+2DK}-D-K}{2}$$

where $h$ is the mean-field Hamiltonian, $D$ its gap, $K$ a fixed coupling and $E$ the RPA energy. If $p>0$, $K\neq0$ and $D+2K>0$, then $E$ is differentiable at $p$ and $E'(p)>\langle\psi,h'(p)\psi\rangle$ for every normalized real eigenvector $\psi$ of the lowest level. Every $K>0$ meets both conditions on $K$.

For this single stable excitation with one parameter and constant nonzero coupling, the mean-field expectation value at $p>0$ is therefore not the gradient of the RPA energy.

## The model

```lean
import Mathlib

open Matrix

namespace RPAForce

noncomputable section
```

The Hamiltonian `ham p` is a real matrix, with $p$ standing for a coordinate that shifts the two site energies in opposite directions.

```lean
/-- The two-level mean-field Hamiltonian with site energies `p` and `-p` and off-diagonal element
`-1`. -/
def ham (p : ℝ) : Matrix (Fin 2) (Fin 2) ℝ := !![p, -1; -1, -p]
```

The matrix `dham` will serve as $h'(p)$. It gives an energy slope; the physical force has the opposite sign.

```lean
/-- The derivative of the Hamiltonian with respect to `p`. -/
def dham : Matrix (Fin 2) (Fin 2) ℝ := !![1, 0; 0, -1]

/-- The excitation gap `D(p)` of the two-level Hamiltonian. -/
def gap (p : ℝ) : ℝ := 2 * √(1 + p ^ 2)
```

The number $K$ stands for the interaction matrix element of the excitation with itself. It is postulated, not computed from $h$, and does not vary with $p$.

```lean
/-- The RPA matrix of a single excitation with gap `D` and coupling `K`,
with blocks `A = D + K` and `B = K`. -/
def rpaMatrix (D K : ℝ) : Matrix (Fin 2) (Fin 2) ℝ := !![D + K, K; -K, -(D + K)]
```

Write $\Omega=\sqrt{D^2+2DK}$, which is `rpaFreq D K`. The condition $D+2K>0$ is RPA stability: an attractive interaction must not be strong enough to bring the excitation frequency down to zero. In direct RPA with Coulomb repulsion, $K\ge0$ and the condition always holds.

```lean
/-- The RPA excitation frequency, for `D ^ 2 + 2 * D * K ≥ 0`. -/
def rpaFreq (D K : ℝ) : ℝ := √(D ^ 2 + 2 * D * K)
```

The reference energy in `energy K p` is a single level of $h$, not a self-consistent total energy.

```lean
/-- The RPA energy: the lowest level `-D/2` plus half the difference between the RPA
frequency and `D + K`, for `D + 2 * K ≥ 0`. -/
def energy (K p : ℝ) : ℝ := -gap p / 2 + (rpaFreq (gap p) K - gap p - K) / 2
```

`IsGroundState p ψ` says that $\psi$ has norm one and eigenvalue $-D/2$. Its components are $\psi_0,\psi_1$, as in Lean.

```lean
/-- A normalized eigenvector of the Hamiltonian with eigenvalue `-D(p)/2`. -/
structure IsGroundState (p : ℝ) (ψ : Fin 2 → ℝ) : Prop where
  norm : ψ ⬝ᵥ ψ = 1
  eig : ham p *ᵥ ψ = (-(gap p / 2)) • ψ
```

## (a) Sign of the gap

Show that $D(p)>0$ for all real $p$.

Since $1+p^2\ge1$, the root is at least one and $D\ge2$. Lean needs only the sign, which `positivity` supplies.

```lean
/-- The gap is positive. -/
theorem gap_pos (p : ℝ) : 0 < gap p := by
  unfold gap
  positivity
```

## (b) Derivative of the Hamiltonian

Show that $h'(p)=\begin{pmatrix}1&0\\0&-1\end{pmatrix}$.

The diagonal entries $p$ and $-p$ have slopes $1$ and $-1$; the others are constant. Lean treats the four entries separately.

```lean
/-- The matrix `dham` is the entrywise derivative of the Hamiltonian. -/
theorem hasDerivAt_ham (p : ℝ) (i j : Fin 2) :
    HasDerivAt (fun q => ham q i j) (dham i j) p := by
  fin_cases i <;> fin_cases j
  · exact hasDerivAt_id p
  · exact hasDerivAt_const p (-1 : ℝ)
  · exact hasDerivAt_const p (-1 : ℝ)
  · exact (hasDerivAt_id p).neg
```

## (c) Levels of the Hamiltonian

Show that $\det(h-e\,\mathbb 1)=0$ exactly when $e=\pm D/2$.

Expanding the determinant gives
$$(p-e)(-p-e)-1=e^2-(1+p^2)=\left(e-\tfrac D2\right)\left(e+\tfrac D2\right).$$
The steps `hdet` and `hfac` are these two equalities. By (a), $-D/2$ is the lower level. The matrix $h+\tfrac D2\mathbb 1$ is singular, so a real eigenvector exists for every $p$ and can be normalized.

```lean
/-- The energy levels of the Hamiltonian are exactly `D(p)/2` and `-D(p)/2`. -/
theorem ham_levels (p e : ℝ) :
    (ham p - e • (1 : Matrix (Fin 2) (Fin 2) ℝ)).det = 0 ↔
      e = gap p / 2 ∨ e = -(gap p / 2) := by
  have hdet : (ham p - e • (1 : Matrix (Fin 2) (Fin 2) ℝ)).det = e ^ 2 - (1 + p ^ 2) := by
    simp [ham, Matrix.det_fin_two]
    ring
  have hs : √(1 + p ^ 2) ^ 2 = 1 + p ^ 2 := Real.sq_sqrt (by positivity)
  have hfac : e ^ 2 - (1 + p ^ 2) = (e - gap p / 2) * (e + gap p / 2) := by
    unfold gap
    linear_combination hs
  rw [hdet, hfac, mul_eq_zero, sub_eq_zero, add_eq_zero_iff_eq_neg]
```

## (d) Roots of the RPA matrix

For $D^2+2DK\ge0$, show that the eigenvalues of the RPA matrix are exactly $w=\pm\Omega$.

The characteristic determinant is
$$w^2-(D+K)^2+K^2=w^2-(D^2+2DK)=(w-\Omega)(w+\Omega).$$
Lean follows the same expansion and factorization as in (c).

```lean
/-- For `D ^ 2 + 2 * D * K ≥ 0` the eigenvalues of the RPA matrix are exactly plus and
minus the RPA frequency. -/
theorem rpa_levels (D K w : ℝ) (hst : 0 ≤ D ^ 2 + 2 * D * K) :
    (rpaMatrix D K - w • (1 : Matrix (Fin 2) (Fin 2) ℝ)).det = 0 ↔
      w = rpaFreq D K ∨ w = -rpaFreq D K := by
  have hdet : (rpaMatrix D K - w • (1 : Matrix (Fin 2) (Fin 2) ℝ)).det
      = w ^ 2 - (D ^ 2 + 2 * D * K) := by
    simp [rpaMatrix, Matrix.det_fin_two]
    ring
  have hs : rpaFreq D K ^ 2 = D ^ 2 + 2 * D * K := Real.sq_sqrt hst
  have hfac : w ^ 2 - (D ^ 2 + 2 * D * K) = (w - rpaFreq D K) * (w + rpaFreq D K) := by
    linear_combination hs
  rw [hdet, hfac, mul_eq_zero, sub_eq_zero, add_eq_zero_iff_eq_neg]
```

## (e) An explicit ground state

Verify that $\psi=(3/5,4/5)$ is a normalized ground state at $p=7/24$.

Here $1+p^2=(25/24)^2$, so $D=25/12$. The norm is $9/25+16/25=1$, and
$$h\psi=\left(\tfrac{7}{40}-\tfrac45,\,-\tfrac35-\tfrac{7}{30}\right)=\left(-\tfrac58,-\tfrac56\right)=-\tfrac{25}{24}\psi.$$
Lean evaluates the gap first, then checks the norm and both components.

```lean
/-- At `p = 7/24` the vector `(3/5, 4/5)` is a normalized ground state. -/
theorem isGroundState_witness : IsGroundState (7 / 24) ![3 / 5, 4 / 5] := by
  have hg : gap (7 / 24) = 25 / 12 := by
    have h1 : (1 : ℝ) + (7 / 24) ^ 2 = (25 / 24) ^ 2 := by norm_num
    rw [gap, h1, Real.sqrt_sq (by norm_num)]
    norm_num
  constructor
  · simp [dotProduct, Fin.sum_univ_two]
    norm_num
  · rw [hg]
    ext i
    fin_cases i <;> simp [ham, Matrix.mulVec, dotProduct, Fin.sum_univ_two] <;> norm_num
```

## (f) The Hellmann–Feynman value

Show that $\langle\psi,h'\psi\rangle=-2p/D$ in a normalized ground state.

The expectation value is $\psi_0^2-\psi_1^2$. The eigenvalue equations are
$$p\psi_0-\psi_1=-\tfrac D2\psi_0,\qquad -\psi_0-p\psi_1=-\tfrac D2\psi_1.$$
Multiply the first by $2\psi_0$ and the second by $2\psi_1$, then subtract. The mixed terms cancel, leaving
$$2p(\psi_0^2+\psi_1^2)=-D(\psi_0^2-\psi_1^2).$$
Normalization and division by $D$ finish the calculation. The final `linear_combination` uses these multipliers.

```lean
/-- The expectation value of the Hamiltonian's derivative in a normalized ground state is
`-2p/D(p)`. -/
theorem hellmannFeynman_value {p : ℝ} {ψ : Fin 2 → ℝ} (hψ : IsGroundState p ψ) :
    ψ ⬝ᵥ (dham *ᵥ ψ) = -(2 * p / gap p) := by
  have e1 : p * ψ 0 - ψ 1 = -(gap p / 2) * ψ 0 := by
    have := congrFun hψ.eig 0
    simp [ham, Matrix.mulVec, dotProduct, Fin.sum_univ_two] at this
    linarith
  have e2 : -ψ 0 - p * ψ 1 = -(gap p / 2) * ψ 1 := by
    have := congrFun hψ.eig 1
    simp [ham, Matrix.mulVec, dotProduct, Fin.sum_univ_two] at this
    linarith
  have n : ψ 0 * ψ 0 + ψ 1 * ψ 1 = 1 := by
    simpa [dotProduct, Fin.sum_univ_two] using hψ.norm
  have hv : ψ ⬝ᵥ (dham *ᵥ ψ) = ψ 0 ^ 2 - ψ 1 ^ 2 := by
    simp [dham, Matrix.mulVec, dotProduct, Fin.sum_univ_two]
    ring
  -- the eigenvalue equation and the normalization fix the population difference
  rw [hv, ← neg_div, eq_div_iff (gap_pos p).ne']
  linear_combination 2 * ψ 0 * e1 - 2 * ψ 1 * e2 - 2 * p * n
```

## (g) Derivative of the gap

Show that $D'(p)=4p/D(p)$.

The chain rule gives $D'=2\cdot\dfrac{2p}{2\sqrt{1+p^2}}=\dfrac{2p}{\sqrt{1+p^2}}=\dfrac{4p}{D}$. In Lean, `h1` differentiates the radicand and `h2` the root.

```lean
/-- The gap changes with `p` at the rate `4p/D(p)`. -/
theorem hasDerivAt_gap (p : ℝ) : HasDerivAt gap (4 * p / gap p) p := by
  have h1 : HasDerivAt (fun q : ℝ => 1 + q ^ 2) (2 * p) p := by
    have := (hasDerivAt_pow 2 p).const_add 1
    simpa using this
  have hne : 1 + p ^ 2 ≠ 0 := by positivity
  have h2 : HasDerivAt gap (2 * (2 * p / (2 * √(1 + p ^ 2)))) p :=
    (h1.sqrt hne).const_mul 2
  refine h2.congr_deriv ?_
  unfold gap
  ring
```

## (h) Slope of the RPA energy

For $D+2K>0$, show that
$$E'(p)=\langle\psi,h'\psi\rangle+\frac{2p}{D}\left(\frac{D+K}{\Omega}-1\right).$$

Stability gives $\Omega^2=D(D+2K)>0$, so the root is differentiable. From $(\Omega^2)'=2(D+K)D'$ we get $\Omega'=(D+K)D'/\Omega$, hence
$$E'=-\frac{D'}2+\frac{\Omega'-D'}2=-\frac{2p}{D}+\frac{2p}{D}\left(\frac{D+K}{\Omega}-1\right).$$
By (f), the first term is the Hellmann–Feynman value. The steps `hsq` and `key` carry out the two stages of the chain rule.

In an RPA geometry optimization with analytic gradients, the derivative of the correlation energy is likewise added to that of the reference energy. It involves the changes of orbital energies and orbitals with nuclear position, which can be obtained from linear-response equations. In this model it reduces to $(\Omega'-D')/2$.

```lean
/-- For `D + 2K > 0` the slope of the RPA energy is the Hellmann-Feynman value in a
normalized ground state plus `(2p/D) ((D + K)/Ω - 1)`, with `Ω` the RPA frequency. -/
theorem hasDerivAt_energy {K p : ℝ} {ψ : Fin 2 → ℝ} (hψ : IsGroundState p ψ)
    (hst : 0 < gap p + 2 * K) :
    HasDerivAt (energy K) (ψ ⬝ᵥ (dham *ᵥ ψ)
      + 2 * p / gap p * ((gap p + K) / rpaFreq (gap p) K - 1)) p := by
  have hD := hasDerivAt_gap p
  have hne : gap p ^ 2 + 2 * gap p * K ≠ 0 := by
    have := mul_pos (gap_pos p) hst
    nlinarith
  -- chain rule for the squared frequency, then for its square root
  have hsq : HasDerivAt (fun q => gap q ^ 2 + 2 * gap q * K)
      (2 * (gap p + K) * (4 * p / gap p)) p := by
    refine ((hD.fun_pow 2).fun_add ((hD.const_mul 2).mul_const K)).congr_deriv ?_
    simp only [Nat.cast_ofNat, Nat.reduceSub, pow_one]
    ring
  have key : HasDerivAt (energy K) (-(4 * p / gap p) / 2
      + (2 * (gap p + K) * (4 * p / gap p) / (2 * rpaFreq (gap p) K)
        - 4 * p / gap p) / 2) p :=
    (hD.fun_neg.div_const 2).fun_add
      ((((hsq.sqrt hne).fun_sub hD).sub_const K).div_const 2)
  refine key.congr_deriv ?_
  rw [hellmannFeynman_value hψ]
  ring
```

## (i) Comparing $D+K$ with the frequency

For $D>0$, $D+2K>0$ and $K\ne0$, show that $(D+K)/\Omega>1$.

The sum of the first two inequalities gives $D+K>0$. Also $(D+K)^2-\Omega^2=K^2>0$, so $D+K>\Omega>0$. Lean compares the squares through `Real.sqrt_lt'`.

```lean
/-- For `D > 0`, `D + 2K > 0` and nonzero coupling, the ratio of `D + K` to the RPA
frequency exceeds one. -/
theorem one_lt_ratio {D K : ℝ} (hD : 0 < D) (hst : 0 < D + 2 * K) (hK : K ≠ 0) :
    1 < (D + K) / rpaFreq D K := by
  have hpos : 0 < D ^ 2 + 2 * D * K := by
    have := mul_pos hD hst
    nlinarith
  have hK2 : 0 < K ^ 2 := by positivity
  rw [rpaFreq, one_lt_div (Real.sqrt_pos.2 hpos)]
  refine (Real.sqrt_lt' (by linarith)).2 ?_
  nlinarith
```

## (j) The strict inequality

For $p>0$, $K\ne0$ and $D+2K>0$, show that $E$ is differentiable at $p$ and
$$\langle\psi,h'\psi\rangle<E'(p).$$

Differentiability is part of (h). The excess there is $2p/D>0$ times a bracket that is positive by (i); `h3` is this product.

For numbers, take $p=7/24$ and $K=25/8=\tfrac32D$. Then $\Omega=2D$ and $(D+K)/\Omega=5/4$. The Hellmann–Feynman value is $-7/25=-0.28$ and the excess is $\tfrac{7}{25}\cdot\tfrac14=0.07$, so $E'=-0.21$. The attractive coupling $K=-25/32=-\tfrac38D$ has $\Omega=D/2$ and gives the same ratio and slope.

```lean
/-- For `p > 0`, nonzero coupling and `D + 2K > 0`, the RPA energy is differentiable and
its slope is strictly larger than the Hellmann-Feynman value in a normalized ground state. -/
theorem hellmannFeynman_lt_deriv_energy {K p : ℝ} {ψ : Fin 2 → ℝ}
    (hψ : IsGroundState p ψ) (hp : 0 < p) (hK : K ≠ 0) (hst : 0 < gap p + 2 * K) :
    DifferentiableAt ℝ (energy K) p ∧ ψ ⬝ᵥ (dham *ᵥ ψ) < deriv (energy K) p := by
  have hE := hasDerivAt_energy hψ hst
  refine ⟨hE.differentiableAt, ?_⟩
  rw [hE.deriv]
  have h1 : 0 < 2 * p / gap p := div_pos (by linarith) (gap_pos p)
  have h2 := one_lt_ratio (gap_pos p) hst hK
  have h3 := mul_pos h1 (sub_pos.2 h2)
  linarith
```

## (k) When the two values agree

For $D+2K>0$, show that
$$E'(p)=\langle\psi,h'\psi\rangle\iff p=0\ \text{or}\ K=0.$$

If neither vanishes, both factors of the excess are nonzero, the second by (i). Conversely, $p=0$ removes the prefactor, and $K=0$ gives $\Omega=D$, so the bracket vanishes. Lean proves the forward direction by contradiction and the reverse by these two cases.

```lean
/-- For `D + 2K > 0` the slope of the RPA energy equals the Hellmann-Feynman value in a
normalized ground state exactly when `p = 0` or the coupling vanishes. -/
theorem deriv_energy_eq_iff {K p : ℝ} {ψ : Fin 2 → ℝ}
    (hψ : IsGroundState p ψ) (hst : 0 < gap p + 2 * K) :
    deriv (energy K) p = ψ ⬝ᵥ (dham *ᵥ ψ) ↔ p = 0 ∨ K = 0 := by
  rw [(hasDerivAt_energy hψ hst).deriv]
  have hg := gap_pos p
  constructor
  · intro h
    by_contra hcon
    obtain ⟨hp, hK⟩ := not_or.1 hcon
    have h1 : 2 * p / gap p ≠ 0 := div_ne_zero (mul_ne_zero two_ne_zero hp) hg.ne'
    have h2 := one_lt_ratio hg hst hK
    have h3 := mul_ne_zero h1 (sub_pos.2 h2).ne'
    exact h3 (by linarith)
  · rintro (rfl | rfl)
    · simp
    · -- without coupling the RPA frequency is the bare gap
      have hf : rpaFreq (gap p) 0 = gap p := by
        rw [rpaFreq, mul_zero, add_zero, Real.sqrt_sq hg.le]
      rw [hf, add_zero, div_self hg.ne', sub_self, mul_zero, add_zero]

end

end RPAForce
```

```lean
#print axioms RPAForce.ham_levels
#print axioms RPAForce.rpa_levels
#print axioms RPAForce.hellmannFeynman_lt_deriv_energy
#print axioms RPAForce.deriv_energy_eq_iff
```

```
'RPAForce.ham_levels' depends on axioms: [propext, Classical.choice, Quot.sound]
'RPAForce.rpa_levels' depends on axioms: [propext, Classical.choice, Quot.sound]
'RPAForce.hellmannFeynman_lt_deriv_energy' depends on axioms: [propext, Classical.choice, Quot.sound]
'RPAForce.deriv_energy_eq_iff' depends on axioms: [propext, Classical.choice, Quot.sound]
```
